# Every traceless square matrix over a commutative ring is a sum [J,X] + [E,Y] with two fixed matrices J and E

## Recognising the maximally mixed state from two commutators

Suppose a calculation has produced a density matrix \(\rho\) for a system with \(N\) levels, and one wants to show that it is the maximally mixed state \(\rho = 1/N\). It is enough to check that \(\rho\) commutes with two particular matrices. The first, \(J\), lowers the level index by one. The second, \(E\), projects on the last level.

To see the link with traces, write the expectation value as a linear functional, \(\varphi(A) = \operatorname{tr}(\rho A)\). By cyclicity of the trace,

\[
\varphi([J,X]) = \operatorname{tr}(\rho J X) - \operatorname{tr}(\rho X J) = \operatorname{tr}([\rho,J]\,X),
\]

and likewise for \(E\). If \(\rho\) commutes with \(J\) and with \(E\), then \(\varphi\) vanishes on every \([J,X]\) and every \([E,Y]\). The step that remains is to conclude that \(\varphi\) is a multiple of the trace. It rests on a fact about matrices: these two families of commutators already add up to all traceless matrices. For quantum mechanics this gives a short test for the infinite-temperature state, restricted to systems with finitely many levels. The argument does not use that \(\rho\) is Hermitian; if that is already known, the check with \(J\) alone suffices, as shown below.

## The two fixed matrices

Let \(R\) be a commutative ring; in quantum mechanics \(R = \mathbb{C}\). The matrices have size \(N = n+1\) with \(n \ge 0\), and their rows and columns are numbered from \(0\) to \(n\). Define

\[
J_{ij} = \begin{cases} 1 & \text{if } i+1 = j,\\ 0 & \text{otherwise,}\end{cases}
\qquad
E_{ij} = \begin{cases} 1 & \text{if } i = j = n,\\ 0 & \text{otherwise.}\end{cases}
\]

On basis vectors, \(J e_j = e_{j-1}\) for \(j \ge 1\) and \(J e_0 = 0\). This is a lowering operator without the square-root weights of the harmonic oscillator, or one-way hopping along an open chain. The commutator is \([A,B] = AB - BA\).

The main statement is that, for every matrix \(M\) of this size,

\[
\operatorname{tr} M = 0 \quad\Longleftrightarrow\quad M = [J,X] + [E,Y] \ \text{ for some } X, Y .
\]

The matrices \(X\) and \(Y\) depend on \(M\), while \(J\) and \(E\) do not. Whether \(M\) is a single commutator \([A,B]\), with both factors chosen to suit it, is a different question.

## Solving for X row by row

Multiplication by \(J\) from the left moves rows up, and multiplication from the right moves columns to the right:

\[
(JX)_{ij} = X_{i+1,j} \quad (i < n), \qquad (XJ)_{i0} = 0, \qquad (XJ)_{i,k+1} = X_{ik} \quad (k < n).
\]

Now require \([J,X]_{ij} = M_{ij}\) in all rows except the last, that is, for \(i < n\). This reads

\[
X_{i+1,0} = M_{i0}, \qquad X_{i+1,k+1} = M_{i,k+1} + X_{ik}.
\]

Each row of \(X\) is thus fixed by the row before it. Starting from \(X_{0j} = 0\), the recursion determines the whole matrix, and it uses only addition.

What is left over is \(D = M - [J,X]\). Its rows \(0, \dots, n-1\) vanish by construction. Commutators are traceless, because \(\operatorname{tr}(AB) = \operatorname{tr}(BA)\), so if \(\operatorname{tr} M = 0\) then

\[
0 = \operatorname{tr} D = D_{nn}.
\]

Multiplying by \(E\) from the left keeps only the last row, so \(ED = D\). Multiplying by \(E\) from the right keeps only the last column, which is zero in \(D\), so \(DE = 0\). Therefore \([E,D] = D\), and

\[
M = [J,X] + [E,D].
\]

The choice \(Y = D\) completes this direction. Conversely, a sum of two commutators has trace zero.

For size 2 the construction gives

\[
M = \begin{pmatrix} a & b \\ c & -a \end{pmatrix}, \quad
X = \begin{pmatrix} 0 & 0 \\ a & b \end{pmatrix}, \quad
[J,X] = \begin{pmatrix} a & b \\ 0 & -a \end{pmatrix}, \quad
D = \begin{pmatrix} 0 & 0 \\ c & 0 \end{pmatrix}.
\]

For size 1 we have \(J = 0\) and \(E = 1\), all commutators vanish, and the only traceless matrix is zero.

## From the decomposition to the trace functional

Let \(\varphi\) be a linear functional that vanishes on all \([J,X]\) and all \([E,Y]\). Since \(\operatorname{tr} E = 1\), the matrix \(M - (\operatorname{tr} M)\,E\) is traceless. It is therefore a sum of the two kinds of commutator, and \(\varphi\) sends it to zero. Linearity gives

\[
\varphi(M) = (\operatorname{tr} M)\,\varphi(E).
\]

For the density matrix, the normalisation \(\varphi(1) = 1\) means \(N\varphi(E) = 1\). Hence \(\varphi(M) = \operatorname{tr}(M)/N\) for every \(M\), which is the maximally mixed state.

## Dropping one of the two conditions

Take size 2 and the functional \(\varphi(M) = M_{10}\), which equals \(\operatorname{tr}(JM)\). It vanishes on every \([J,X]\), since

\[
\operatorname{tr}(J[J,X]) = \operatorname{tr}(JJX) - \operatorname{tr}(JXJ) = 0 .
\]

It is not a multiple of the trace, because it takes the value 1 on the traceless matrix \(F\) whose only nonzero entry is \(F_{10} = 1\). The condition on \([E,Y]\) is the one that fails: \([E,F] = F\), and \(\varphi(F) = 1\).

The same computation shows that \(F\) is not of the form \([J,X]\), and it works in every size from 2 upwards over a ring with \(1 \neq 0\). Commutators with \(E\) alone are not enough either. Their diagonal entries are \(E_{ii}Y_{ii} - Y_{ii}E_{ii} = 0\), so the traceless matrix \(\operatorname{diag}(1,-1)\) is out of their reach.

These are statements about general functionals and matrices. The functional \(\operatorname{tr}(JM)\) is not a quantum state, because \(J\) is not Hermitian. For a density matrix \(\rho\), commuting with \(J\) is enough: taking the adjoint of \([\rho,J] = 0\) shows that \(\rho\) also commutes with \(J^\dagger\), and hence with \(E = 1 - JJ^\dagger\). Commuting with \(E\) alone is not enough even for a density matrix, as \(\rho = \operatorname{diag}(1,0)\) shows in size 2. This remark about Hermitian matrices is not part of the Lean file.

## The Lean file

```lean
import Mathlib

open Matrix

namespace TracelessTwoCommutators

noncomputable section

variable {R : Type*} [CommRing R] {n : ℕ}

/-- The commutator `[A, B] = AB - BA` of two square matrices. -/
def comm (A B : Matrix (Fin n) (Fin n) R) : Matrix (Fin n) (Fin n) R :=
  A * B - B * A

variable (R n) in
/-- The shift `J` in dimension `n + 1`, with ones just above the diagonal and zeros elsewhere. -/
def shift : Matrix (Fin (n + 1)) (Fin (n + 1)) R :=
  Matrix.of fun i j => if (i : ℕ) + 1 = (j : ℕ) then 1 else 0

variable (R n) in
/-- The projection `E` on the last basis vector in dimension `n + 1`. -/
def lastProj : Matrix (Fin (n + 1)) (Fin (n + 1)) R :=
  Matrix.diagonal fun i => if i = Fin.last n then 1 else 0

/-- The matrix `X` built row by row: the first row is zero, and each further row is the
preceding row of `M` plus the preceding row of `X` moved one place to the right. -/
def ladder (M : Matrix (Fin (n + 1)) (Fin (n + 1)) R) :
    Matrix (Fin (n + 1)) (Fin (n + 1)) R :=
  Matrix.of fun i => Fin.induction (motive := fun _ => Fin (n + 1) → R) (fun _ => 0)
    (fun i row j => M i.castSucc j +
      Fin.cases (motive := fun _ => R) 0 (fun k => row k.castSucc) j) i

/-- Each row of `J * X` except the last is the next row of `X`, where `J` is the shift. -/
theorem shift_mul_apply (X : Matrix (Fin (n + 1)) (Fin (n + 1)) R)
    (i : Fin n) (j : Fin (n + 1)) : (shift R n * X) i.castSucc j = X i.succ j := by
  rw [Matrix.mul_apply, Finset.sum_eq_single i.succ]
  · simp [shift]
  · intro b _ hb
    have h : ¬ ((i : ℕ) + 1 = (b : ℕ)) := fun h => hb (Fin.ext (by simp [← h]))
    simp [shift, h]
  · simp

/-- The first column of `X * J` is zero, and each later column is the preceding column of `X`, where
`J` is the shift. -/
theorem mul_shift_apply (X : Matrix (Fin (n + 1)) (Fin (n + 1)) R) (i : Fin (n + 1)) :
    (X * shift R n) i 0 = 0 ∧
      ∀ k : Fin n, (X * shift R n) i k.succ = X i k.castSucc := by
  constructor
  · simp [Matrix.mul_apply, shift]
  · intro k
    rw [Matrix.mul_apply, Finset.sum_eq_single k.castSucc]
    · simp [shift]
    · intro b _ hb
      have h : ¬ ((b : ℕ) = (k : ℕ)) := fun h => hb (Fin.ext (by simp [h]))
      simp [shift, h]
    · simp

/-- The commutator of the shift with `ladder M` agrees with `M` in every row but the last. -/
theorem comm_shift_ladder (M : Matrix (Fin (n + 1)) (Fin (n + 1)) R)
    (i : Fin n) (j : Fin (n + 1)) :
    comm (shift R n) (ladder M) i.castSucc j = M i.castSucc j := by
  rw [comm, Matrix.sub_apply, shift_mul_apply]
  induction j using Fin.cases with
  | zero =>
    rw [(mul_shift_apply _ _).1]
    simp [ladder]
  | succ k =>
    rw [(mul_shift_apply _ _).2 k]
    simp [ladder]

/-- Every commutator of matrices has trace zero. -/
theorem trace_comm (A B : Matrix (Fin n) (Fin n) R) : (comm A B).trace = 0 := by
  rw [comm, Matrix.trace_sub, Matrix.trace_mul_comm A B, sub_self]

/-- A traceless matrix `D` whose only nonzero entries lie in the last row satisfies
`[E, D] = D`. -/
theorem comm_lastProj_eq_self (D : Matrix (Fin (n + 1)) (Fin (n + 1)) R)
    (hD : ∀ (i : Fin n) j, D i.castSucc j = 0) (ht : D.trace = 0) :
    comm (lastProj R n) D = D := by
  -- the trace is the single diagonal entry in the last row
  have hlast : D (Fin.last n) (Fin.last n) = 0 := by
    simpa [Matrix.trace, Fin.sum_univ_castSucc, hD] using ht
  ext i j
  rw [comm, Matrix.sub_apply, lastProj, Matrix.diagonal_mul, Matrix.mul_diagonal]
  induction i using Fin.lastCases with
  | cast i => simp [hD]
  | last =>
    induction j using Fin.lastCases with
    | last => simp [hlast]
    | cast k =>
      have hk : k.castSucc ≠ Fin.last n := (Fin.castSucc_lt_last k).ne
      simp [hk]

/-- A matrix over a commutative ring has trace zero exactly when it is a sum
`[J, X] + [E, Y]`, with `J` the shift and `E` the projection on the last basis vector. -/
theorem trace_eq_zero_iff (M : Matrix (Fin (n + 1)) (Fin (n + 1)) R) :
    M.trace = 0 ↔ ∃ X Y, M = comm (shift R n) X + comm (lastProj R n) Y := by
  constructor
  · intro hM
    -- the shift reproduces all rows but the last; the projection supplies the remainder
    refine ⟨ladder M, M - comm (shift R n) (ladder M), ?_⟩
    rw [comm_lastProj_eq_self]
    · abel
    · intro i j
      rw [Matrix.sub_apply, comm_shift_ladder, sub_self]
    · rw [Matrix.trace_sub, trace_comm, hM, sub_zero]
  · rintro ⟨X, Y, rfl⟩
    rw [Matrix.trace_add, trace_comm, trace_comm, add_zero]

/-- A linear functional that vanishes on all commutators with `J` and all commutators
with `E` is the trace multiplied by the value of the functional on `E`. -/
theorem functional_eq_trace (φ : Matrix (Fin (n + 1)) (Fin (n + 1)) R →ₗ[R] R)
    (hJ : ∀ X, φ (comm (shift R n) X) = 0) (hE : ∀ Y, φ (comm (lastProj R n) Y) = 0)
    (M : Matrix (Fin (n + 1)) (Fin (n + 1)) R) :
    φ M = M.trace * φ (lastProj R n) := by
  have hT : (lastProj R n).trace = 1 := by
    simp [lastProj, Matrix.trace_diagonal]
  -- subtracting the right multiple of `E` leaves a traceless matrix
  have h0 : (M - M.trace • lastProj R n).trace = 0 := by
    rw [Matrix.trace_sub, Matrix.trace_smul, hT, smul_eq_mul, mul_one, sub_self]
  obtain ⟨X, Y, h⟩ := (trace_eq_zero_iff _).1 h0
  have h1 := congrArg φ h
  rw [map_add, hJ, hE, add_zero, map_sub, map_smul, smul_eq_mul] at h1
  exact sub_eq_zero.1 h1

/-- Every commutator with the projection `E` has zero diagonal. -/
theorem comm_lastProj_diag (Y : Matrix (Fin (n + 1)) (Fin (n + 1)) R) (i : Fin (n + 1)) :
    comm (lastProj R n) Y i i = 0 := by
  rw [comm, Matrix.sub_apply, lastProj, Matrix.diagonal_mul, Matrix.mul_diagonal]
  ring

/-- In dimension at least two over a nontrivial ring, the matrix whose only nonzero entry is
a one in row 1 and column 0 (counted from 0) is traceless but is not a commutator with `J`. -/
theorem shift_alone_insufficient [Nontrivial R] :
    (Matrix.single (1 : Fin (n + 2)) (0 : Fin (n + 2)) (1 : R)).trace = 0 ∧
      ∀ X, comm (shift R (n + 1)) X ≠ Matrix.single 1 0 1 := by
  constructor
  · refine Finset.sum_eq_zero fun i _ => ?_
    simp
  · intro X hX
    -- a commutator with `J` is trace-orthogonal to `J`
    have h0 : (comm (shift R (n + 1)) X * shift R (n + 1)).trace = 0 := by
      rw [comm, sub_mul, Matrix.trace_sub, mul_assoc,
        Matrix.trace_mul_comm (shift R (n + 1)) (X * shift R (n + 1)), sub_self]
    have h1 : (Matrix.single (1 : Fin (n + 2)) (0 : Fin (n + 2)) (1 : R) *
        shift R (n + 1)).trace = 1 := by
      rw [Matrix.trace, Finset.sum_eq_single (1 : Fin (n + 2))]
      · rw [Matrix.diag_apply, Matrix.mul_apply, Finset.sum_eq_single (0 : Fin (n + 2))]
        · simp [shift]
        · intro b _ hb
          simp [hb.symm]
        · simp
      · intro b _ hb
        simp [Matrix.mul_apply, hb.symm]
      · simp
    rw [hX, h1] at h0
    exact one_ne_zero h0

end

end TracelessTwoCommutators
```

```lean
#print axioms TracelessTwoCommutators.trace_eq_zero_iff
#print axioms TracelessTwoCommutators.functional_eq_trace
#print axioms TracelessTwoCommutators.comm_lastProj_diag
#print axioms TracelessTwoCommutators.shift_alone_insufficient
```

```
'TracelessTwoCommutators.trace_eq_zero_iff' depends on axioms: [propext, Classical.choice, Quot.sound]
'TracelessTwoCommutators.functional_eq_trace' depends on axioms: [propext, Classical.choice, Quot.sound]
'TracelessTwoCommutators.comm_lastProj_diag' depends on axioms: [propext, Classical.choice, Quot.sound]
'TracelessTwoCommutators.shift_alone_insufficient' depends on axioms: [propext, Classical.choice, Quot.sound]
```

## Reading the statements

The type `Matrix (Fin (n + 1)) (Fin (n + 1)) R` is that of square matrices of size \(n+1\) with entries in \(R\). Writing the size as `n + 1` excludes the empty matrix and guarantees a last basis vector, `Fin.last n`. The assumption `CommRing R` admits the complex numbers, and also the integers or polynomials in a coupling constant; no division is needed.

The definitions `comm`, `shift R n` and `lastProj R n` are \([\cdot,\cdot]\), \(J\) and \(E\). The argument `n` is one less than the size of the matrix. Two embeddings of the \(n\) numbers \(0,\dots,n-1\) into the \(n+1\) indices appear throughout: `i.castSucc` is the index \(i\) itself, and `i.succ` is \(i+1\). A statement about `i.castSucc` is therefore a statement about all rows but the last.

- `trace_eq_zero_iff` is the main equivalence, for every `M`. The matrices `X` and `Y` are arbitrary: nothing is said about their being Hermitian, and they are not claimed to be unique.
- `functional_eq_trace` takes an `R`-linear map `φ` from matrices to scalars, with the hypotheses `hJ` and `hE` that it vanishes on the two families. Positivity and normalisation, which a quantum state would have, are not assumed. The passage from \(\rho\) to `φ` is the short computation at the start of these notes.
- `comm_lastProj_diag` says that every \([E,Y]\) has zero diagonal.
- `shift_alone_insufficient` concerns size \(n+2\), hence at least 2, and a ring with \(1 \neq 0\). The expression `Matrix.single 1 0 1` is the matrix \(F\), with its entry in row 1 and column 0. The theorem states both that \(F\) is traceless and that no \([J,X]\) equals it.

All of this concerns finite matrices. Operators on an infinite-dimensional space, such as the full oscillator algebra, are not covered.

## How the proof follows the derivation

**The recursion.** The definition `ladder` is the matrix \(X\). `Fin.induction` runs over the row index, starting from the zero row, and `Fin.cases` separates column 0 from the columns \(k+1\), as in the two recursion formulas.

**The action of the shift.** The lemmas `shift_mul_apply` and `mul_shift_apply` are the rules for \(JX\) and \(XJ\). In a matrix product with \(J\), at most one term of the sum survives. `Finset.sum_eq_single` names that term and asks for a proof that the others vanish.

**Agreement outside the last row.** `comm_shift_ladder` inserts these rules into \([J,X]\) and treats column 0 and column \(k+1\) separately. In each case `simp` unfolds one step of the recursion. For column \(k+1\) the term \(X_{ik}\) then cancels, leaving \(M_{i,k+1}\).

**The remainder.** `comm_lastProj_eq_self` is the statement \([E,D] = D\). Its first step splits the last term off the trace with `Fin.sum_univ_castSucc`; the other diagonal entries are zero by `hD`, so \(D_{nn} = 0\). The claim is then checked entry by entry. `Fin.lastCases` separates the last row from the others, and within the last row it separates the last column from the others.

**The equivalence.** In `trace_eq_zero_iff`, the forward direction supplies `ladder M` for \(X\) and the remainder \(M - [J,X]\) for \(Y\). After \([E,D]\) has been replaced by \(D\), the identity \(M = [J,X] + (M - [J,X])\) is closed by `abel`. The two conditions on \(D\) follow from `comm_shift_ladder` and `trace_comm`. The reverse direction uses `trace_comm` twice.

**The functional.** `functional_eq_trace` establishes \(\operatorname{tr} E = 1\) as `hT` and the tracelessness of \(M - (\operatorname{tr} M)E\) as `h0`. It decomposes this matrix by the main theorem and applies `φ` to both sides. The hypotheses `hJ` and `hE` remove the right-hand side.

**The limits of each family.** For \(E\), `comm_lastProj_diag` writes out the diagonal entry, and `ring` closes it by commutativity. For \(J\), `shift_alone_insufficient` assumes \([J,X] = F\) and computes the trace of this matrix times \(J\) in two ways. Cyclicity gives 0 in `h0`, and the explicit entries give \(F_{10}J_{01} = 1\) in `h1`. The resulting equation \(1 = 0\) contradicts the assumption on the ring.
